# For |x| < 1, the ring series of a single mode of strength x, from second order on, sums to ln(1 + x) − x

The ring series of a single mode is treated here as a power series in one real number x, the strength of the mode, with |x| < 1. Its term of order n is (−1)ⁿ⁺¹xⁿ/n, and the lemma says that the terms from n = 2 on sum to ln(1 + x) − x. No Hamiltonian or response function enters the statement. The proof takes Mathlib's logarithm series at −x, removes the linear term and changes the sign, then tries to match the result to the claim with `convert`.

Lean 4 with Mathlib refuses this proof:

```lean
import Mathlib

open scoped Matrix

namespace HasSumSingleMode

noncomputable section

/-- The ring series of a single mode of strength `x`, with `|x| < 1`, taken from second order on,
sums to `ln(1 + x) - x`. -/
theorem hasSum_single_mode {x : ℝ} (hx : |x| < 1) :
    HasSum (fun k : ℕ => (-1) ^ (k + 2 + 1) * x ^ (k + 2) / ((k + 2 : ℕ) : ℝ))
      (Real.log (1 + x) - x) := by
  -- the logarithm series at `-x`, without its linear term
  have h := ((hasSum_nat_add_iff' 1).mpr
    (Real.hasSum_pow_div_log_of_abs_lt_one (x := -x) (by rwa [abs_neg]))).neg
  convert h using 1
  · ext k
    push_cast
    rw [neg_pow x]
    ring
  · simp only [Finset.sum_range_one, sub_neg_eq_add]
    push_cast
    ring

end

end HasSumSingleMode
```

The compiler's answer:

```
Main.lean:20:8: error: Tactic `rewrite` failed: Did not find an occurrence of the pattern
  (-x) ^ ?n
in the target expression
  k + x✝ = k + x✝

case e'_3
x : ℝ
hx : |x| < 1
h :
  HasSum (fun b => -((-x) ^ (b + 1 + 1) / (↑(b + 1) + 1)))
    (-(-Real.log (1 - -x) - ∑ i ∈ Finset.range 1, (-x) ^ (i + 1) / (↑i + 1)))
k x✝ : ℝ
⊢ k + x✝ = k + x✝
Main.lean:22:4: error: `simp` made no progress
Main.lean:13:32: error: unsolved goals
case e'_6
x : ℝ
hx : |x| < 1
h :
  HasSum (fun b => -((-x) ^ (b + 1 + 1) / (↑(b + 1) + 1)))
    (-(-Real.log (1 - -x) - ∑ i ∈ Finset.range 1, (-x) ^ (i + 1) / (↑i + 1)))
⊢ Real.log (1 + x) - x = -(-Real.log (1 - -x) - ∑ i ∈ Finset.range 1, (-x) ^ (i + 1) / (↑i + 1))
```

Cause. `convert h using 1` left three goals, where the proof expected two. The extra one, `e'_3`, comes first and asks that two additive structures on ℝ be equal: the one in the statement and the one `h` carries from the lemmas that built it. They are the same by definition, but `convert` did not close the goal. So `ext k` introduced real numbers instead of a summation index, and `rw [neg_pow x]` found no power in `k + x✝ = k + x✝`.

The second bullet then fell on the equality of the summands, which has no finite sum or `sub_neg_eq_add` pattern to simplify, hence "`simp` made no progress". The equality of the values, `e'_6`, was left with no bullet, which is the last error.

The repair states the two intended equalities outright, as `hf` for the summands and `hv` for the values, and proves them with essentially the old tactics. After `rw [hf, hv]`, `exact h` closes the goal, since it accepts the two additive structures as equal by unfolding their definitions.

Fix (accepted with no message):

```diff
@@ -15,12 +15,17 @@
   have h := ((hasSum_nat_add_iff' 1).mpr
     (Real.hasSum_pow_div_log_of_abs_lt_one (x := -x) (by rwa [abs_neg]))).neg
-  convert h using 1
-  · ext k
+  have hf : (fun k : ℕ => (-1 : ℝ) ^ (k + 2 + 1) * x ^ (k + 2) / ((k + 2 : ℕ) : ℝ)) =
+      fun k : ℕ => -((-x) ^ (k + 1 + 1) / (((k + 1 : ℕ) : ℝ) + 1)) := by
+    funext k
     push_cast
     rw [neg_pow x]
     ring
-  · simp only [Finset.sum_range_one, sub_neg_eq_add]
+  have hv : Real.log (1 + x) - x = -(-Real.log (1 - -x) -
+      ∑ i ∈ Finset.range 1, (-x) ^ (i + 1) / ((i : ℝ) + 1)) := by
+    simp only [Finset.sum_range_one, sub_neg_eq_add]
     push_cast
     ring
+  rw [hf, hv]
+  exact h
 
 end
```
